# One more power of a single-cosine density couples each harmonic to its two neighbours, in grid and exact averages alike

The model is a one-dimensional density n(x) = 1 + a cos(x − R), with real amplitude a and centre R; neither positivity nor unit total charge is imposed. Write A(p, k) for the average of n(x)^p cos(k(x − R)), with p a natural number and k an integer. The theorem states that A(p + 1, k) = A(p, k) + (a/2)[A(p, k + 1) + A(p, k − 1)], both for the average over N equally spaced grid points and for the exact average over the cell [0, 2π]. The attempt first proves the same relation at each point x from the cosine addition and subtraction formulas, then averages it by linearity of the sum and of the integral, with continuity supplying integrability.

The failing Lean file:

```lean
import Mathlib

open Real Finset

namespace EggBoxRipple

noncomputable section

/-- A density with a single harmonic of amplitude `a`, centred at `R`. -/
def density (a R x : ℝ) : ℝ := 1 + a * cos (x - R)

/-- The average of `g` over the `N` grid points `2 π j / N`. -/
def gridAverage (N : ℕ) (g : ℝ → ℝ) : ℝ :=
  (∑ j ∈ range N, g (2 * π * j / N)) / N

/-- The exact average of `g` over the cell `[0, 2 π]`. -/
def cellAverage (g : ℝ → ℝ) : ℝ := (∫ x in (0 : ℝ)..(2 * π), g x) / (2 * π)

/-- The `p`-th power of the density times its `k`-th co-moving harmonic. -/
def harmonic (a R : ℝ) (p : ℕ) (k : ℤ) (x : ℝ) : ℝ :=
  density a R x ^ p * cos (k * (x - R))

/-- One more power of the density couples harmonic `k` to `k + 1` and `k - 1`, in the same way
for the grid average and for the exact average. -/
theorem average_step (N : ℕ) (a R : ℝ) (p : ℕ) (k : ℤ) :
    gridAverage N (harmonic a R (p + 1) k) = gridAverage N (harmonic a R p k) + a / 2 *
      (gridAverage N (harmonic a R p (k + 1)) + gridAverage N (harmonic a R p (k - 1))) ∧
    cellAverage (harmonic a R (p + 1) k) = cellAverage (harmonic a R p k) + a / 2 *
      (cellAverage (harmonic a R p (k + 1)) + cellAverage (harmonic a R p (k - 1))) := by
  have pt : harmonic a R (p + 1) k = fun x => harmonic a R p k x +
      a / 2 * (harmonic a R p (k + 1) x + harmonic a R p (k - 1) x) := by
    funext x
    simp only [harmonic, density]
    push_cast
    rw [show ((k : ℝ) + 1) * (x - R) = k * (x - R) + (x - R) by ring,
      show ((k : ℝ) - 1) * (x - R) = k * (x - R) - (x - R) by ring, cos_add, cos_sub]
    ring
  have hc : ∀ m : ℤ, Continuous (harmonic a R p m) := by
    intro m
    show Continuous fun x => (1 + a * cos (x - R)) ^ p * cos (m * (x - R))
    fun_prop
  have hi := fun m : ℤ => (hc m).intervalIntegrable (μ := MeasureTheory.volume) 0 (2 * π)
  rw [pt]
  constructor
  · simp only [gridAverage, sum_add_distrib, ← mul_sum]
    ring
  · simp only [cellAverage]
    rw [intervalIntegral.integral_add (hi k) (((hi (k + 1)).add (hi (k - 1))).const_mul (a / 2)),
      intervalIntegral.integral_const_mul,
      intervalIntegral.integral_add (hi (k + 1)) (hi (k - 1))]
    ring

end

end EggBoxRipple
```

The error:

```
Try this:
  [apply] ring_nf
  
  The `ring` tactic failed to close the goal. Use `ring_nf` to obtain a normal form.
    
  Note that `ring` works primarily in *commutative* rings. If you have a noncommutative ring, abelian group or module, consider using `noncomm_ring`, `abel` or `module` instead.
Main.lean:31:71: error: unsolved goals
N : ℕ
a R : ℝ
p : ℕ
k : ℤ
x : ℝ
⊢ a * cos x * cos R * cos (↑k * x - ↑k * R) * (1 + a * cos x * cos R + a * sin x * sin R) ^ p +
        a * sin x * sin R * cos (↑k * x - ↑k * R) * (1 + a * cos x * cos R + a * sin x * sin R) ^ p +
      cos (↑k * x - ↑k * R) * (1 + a * cos x * cos R + a * sin x * sin R) ^ p =
    a * cos x * cos R * cos (↑k * x - ↑k * R) * (1 + a * cos x * cos R + a * sin x * sin R) ^ p * (1 / 2) +
            a * sin x * sin R * cos (↑k * x - ↑k * R) * (1 + a * cos x * cos R + a * sin x * sin R) ^ p * (1 / 2) +
          a * sin (↑k * x - ↑k * R) * sin (x - R) * (1 + a * cos x * cos R + a * sin x * sin R) ^ p * (-1 / 2) +
        a * cos (↑k * x - ↑k * R - x + R) * (1 + a * cos x * cos R + a * sin x * sin R) ^ p * (1 / 2) +
      cos (↑k * x - ↑k * R) * (1 + a * cos x * cos R + a * sin x * sin R) ^ p
```

Diagnosis. The error is in the pointwise identity `pt`: `ring` could not close the goal, and the suggestion to try `ring_nf` only reports that failure. The goal left over still contains `cos (↑k * x - ↑k * R - x + R)`, the cosine of the k − 1 harmonic, which should have been expanded.

Without arguments, `rw [cos_sub]` takes its pattern from the first match it finds and rewrites only instances of that one. Here it settled on `cos (x - R)`, which occurs in the density, and split it into the products of sines and cosines of `x` and `R` seen in the message. The k − 1 cosine stayed whole, and `ring` knows no trigonometric identities with which to expand it.

The repair gives `cos_sub` the arguments `k * (x - R)` and `x - R`, so it expands the intended cosine and leaves `cos (x - R)` alone. The sine products from the two expansions then cancel, and `ring` can finish. The arguments given to `cos_add` are mere tidying, since it had already expanded the right term.

The mended proof, as a diff:

```diff
@@ -34,5 +34,6 @@
     push_cast
     rw [show ((k : ℝ) + 1) * (x - R) = k * (x - R) + (x - R) by ring,
-      show ((k : ℝ) - 1) * (x - R) = k * (x - R) - (x - R) by ring, cos_add, cos_sub]
+      show ((k : ℝ) - 1) * (x - R) = k * (x - R) - (x - R) by ring,
+      cos_add (k * (x - R)) (x - R), cos_sub (k * (x - R)) (x - R)]
     ring
   have hc : ∀ m : ℤ, Continuous (harmonic a R p m) := by
```
